# Two non-interacting systems with non-negative gaps have a joint gap no smaller than the lesser of the two

## States, energies and gaps

```lean
import Mathlib

open Matrix
open scoped Kronecker

namespace NoninteractingGap

noncomputable section

variable {m n : Type*} [Fintype m] [Fintype n]
```

The finite types `m` and `n` label the basis states of two subsystems. A state is a complex function on such a type, and all spaces are finite-dimensional.

```lean
/-- The squared norm of a state vector. -/
def weight (x : m → ℂ) : ℝ := ∑ i, Complex.normSq (x i)
```

`weight x` is the squared norm \(\|x\|^2=\sum_i|x_i|^2\). States need not be normalised.

```lean
/-- The real part of the quadratic form `⟨x, A x⟩`, the unnormalised energy of `x`. -/
def energy (A : Matrix m m ℂ) (x : m → ℂ) : ℝ := (star x ⬝ᵥ A *ᵥ x).re
```

In Lean, `star x ⬝ᵥ y` is \(\langle x,y\rangle=\sum_i\overline{x_i}\,y_i\), and `*ᵥ` applies a matrix to a vector. So `energy A x` is \(E_A(x)=\mathrm{Re}\,\langle x,Ax\rangle\). For Hermitian \(A\) and \(x\neq0\), the expectation value is \(E_A(x)/\|x\|^2\).

```lean
/-- `u` is a unit eigenvector of the Hermitian matrix `A` with energy `a`. -/
structure Eigenstate (A : Matrix m m ℂ) (u : m → ℂ) (a : ℝ) : Prop where
  herm : A.IsHermitian
  unit : weight u = 1
  eigen : A *ᵥ u = (a : ℂ) • u
```

`Eigenstate A u a` bundles three conditions: \(A\) is Hermitian, \(\|u\|=1\) and \(Au=au\), with \(a\) real.

```lean
/-- Every state orthogonal to `u` has energy at least `a + D` per unit weight. -/
def HasGap (A : Matrix m m ℂ) (u : m → ℂ) (a D : ℝ) : Prop :=
  ∀ x, star u ⬝ᵥ x = 0 → (a + D) * weight x ≤ energy A x
```

`HasGap A u a D` says that \(E_A(x)\ge(a+D)\|x\|^2\) whenever \(\langle u,x\rangle=0\). When \(u\) is an eigenstate with energy \(a\), this means that every normalised state orthogonal to \(u\) has energy at least \(D\) above that of \(u\). The number \(D\) is a lower bound, not necessarily the exact level spacing. If \(D\ge0\), an eigenstate \(u\) is a ground state, possibly degenerate when \(D=0\).

```lean
/-- The product state `u ⊗ v` of two subsystems. -/
def productState (u : m → ℂ) (v : n → ℂ) : m × n → ℂ := fun p => u p.1 * v p.2
```

A joint state has components \(\Psi_{ij}\), written `Ψ (i, j)`. The product state is \((u\otimes v)_{ij}=u_iv_j\).

```lean
/-- The Hamiltonian `A ⊗ 1 + 1 ⊗ B` of two subsystems that do not interact. -/
def total [DecidableEq m] [DecidableEq n] (A : Matrix m m ℂ) (B : Matrix n n ℂ) :
    Matrix (m × n) (m × n) ℂ := A ⊗ₖ 1 + 1 ⊗ₖ B
```

The joint Hamiltonian is \(H=A\otimes1+1\otimes B\), with no coupling term. In electronic structure it describes two uncoupled fragments in finite bases, with no antisymmetrisation between them. If each fragment's basis has a fixed number of electrons, states in which an electron has moved from one fragment to the other are left out. The gap bound below does not cover such charge-transfer states, which can lie below the lowest excitation of either fragment.

## Splitting off the eigenstate

```lean
/-- The squared norm is the inner product of a state with itself. -/
theorem weight_cast (x : m → ℂ) : ((weight x : ℝ) : ℂ) = star x ⬝ᵥ x := by
  unfold weight dotProduct
  rw [Complex.ofReal_sum]
  exact Finset.sum_congr rfl fun i _ => Complex.normSq_eq_conj_mul_self
```

This identifies the real number \(\|x\|^2\) with the complex number \(\langle x,x\rangle\), so that norms can be computed with inner products.

```lean
/-- Removing from `x` its component along a unit vector `u` lowers the squared norm by the
squared modulus of the overlap. -/
theorem weight_residual {u : m → ℂ} (hu : weight u = 1) (x : m → ℂ) :
    weight (x - (star u ⬝ᵥ x) • u) = weight x - Complex.normSq (star u ⬝ᵥ x) := by
  have huu : star u ⬝ᵥ u = 1 := by rw [← weight_cast, hu, Complex.ofReal_one]
  have hxu : star x ⬝ᵥ u = star (star u ⬝ᵥ x) := Matrix.star_dotProduct _ _
  have hc : ((Complex.normSq (star u ⬝ᵥ x) : ℝ) : ℂ)
      = star (star u ⬝ᵥ x) * (star u ⬝ᵥ x) := Complex.normSq_eq_conj_mul_self
  apply Complex.ofReal_injective
  rw [Complex.ofReal_sub, weight_cast, weight_cast, hc]
  simp only [star_sub, star_smul, sub_dotProduct, dotProduct_sub, smul_dotProduct,
    dotProduct_smul, smul_eq_mul, huu, hxu]
  ring
```

The hypothesis `hu` says that \(u\) is a unit vector. With \(c=\langle u,x\rangle\), and hence \(\langle x,u\rangle=\bar c\),

\[
\|x-cu\|^2=\|x\|^2-c\bar c-\bar c c+|c|^2=\|x\|^2-|c|^2 .
\]

The `simp only` call expands the inner product, and `ring` collects the terms.

```lean
/-- For an eigenstate `u` with gap `D`, the energy of any state `x` is at least `a` times its
weight plus `D` times the weight of its part orthogonal to `u`. -/
theorem energy_ge {A : Matrix m m ℂ} {u : m → ℂ} {a D : ℝ} (h : Eigenstate A u a)
    (hg : HasGap A u a D) (x : m → ℂ) :
    a * weight x + D * (weight x - Complex.normSq (star u ⬝ᵥ x)) ≤ energy A x := by
  have huu : star u ⬝ᵥ u = 1 := by rw [← weight_cast, h.unit, Complex.ofReal_one]
  have hw := weight_residual h.unit x
  have hc : ((Complex.normSq (star u ⬝ᵥ x) : ℝ) : ℂ)
      = star (star u ⬝ᵥ x) * (star u ⬝ᵥ x) := Complex.normSq_eq_conj_mul_self
  generalize hcdef : star u ⬝ᵥ x = c at hw hc ⊢
  obtain ⟨y, hy⟩ : ∃ y, y = x - c • u := ⟨_, rfl⟩
  rw [← hy] at hw
  have huy : star u ⬝ᵥ y = 0 := by
    rw [hy, dotProduct_sub, dotProduct_smul, huu, hcdef, smul_eq_mul, mul_one, sub_self]
  have hyu : star y ⬝ᵥ u = 0 := by rw [Matrix.star_dotProduct, huy, star_zero]
  -- Hermiticity lets `A` act on `u` from the left, which removes the cross term `⟨u, A y⟩`
  have hleft : star u ᵥ* A = (a : ℂ) • star u := by
    have h1 := Matrix.star_mulVec A u
    have ha : star (a : ℂ) = a := Complex.conj_ofReal a
    rw [h.herm.eq, h.eigen, star_smul, ha] at h1
    exact h1.symm
  have huAy : star u ⬝ᵥ A *ᵥ y = 0 := by
    rw [Matrix.dotProduct_mulVec, hleft, smul_dotProduct, huy, smul_zero]
  have hx : x = y + c • u := by rw [hy, sub_add_cancel]
  have key : star x ⬝ᵥ A *ᵥ x
      = star y ⬝ᵥ A *ᵥ y + ((a * Complex.normSq c : ℝ) : ℂ) := by
    rw [Complex.ofReal_mul, hc, hx]
    simp only [star_add, star_smul, Matrix.mulVec_add, Matrix.mulVec_smul, h.eigen,
      add_dotProduct, dotProduct_add, smul_dotProduct, dotProduct_smul, smul_eq_mul,
      huu, hyu, huAy]
    ring
  have hE : energy A x = energy A y + a * Complex.normSq c := by
    unfold energy
    rw [key, Complex.add_re, Complex.ofReal_re]
  have hgy := hg y huy
  rw [hw] at hgy
  rw [hE]
  linarith
```

Put \(y=x-cu\), so that \(\langle u,y\rangle=0\). Both cross terms vanish, the first by Hermiticity and the eigenvalue equation, the second by the eigenvalue equation alone:

\[
\langle u,Ay\rangle=\langle Au,y\rangle=a\langle u,y\rangle=0,\qquad
\langle y,Au\rangle=a\langle y,u\rangle=0 .
\]

Applying the gap hypothesis to \(y\) then gives a bound for every \(x\):

\[
\begin{aligned}
E_A(x)&=E_A(y)+a|c|^2\\
&\ge(a+D)(\|x\|^2-|c|^2)+a|c|^2\\
&=a\|x\|^2+D(\|x\|^2-|c|^2).
\end{aligned}
\]

The step `hE` is the first line, and `linarith` does the remaining linear arithmetic.

## Overlaps in a joint state

```lean
/-- For a joint state orthogonal to `u ⊗ v`, with `u` and `v` unit vectors, the weight with the
first part in `u` plus the weight with the second part in `v` is at most the total weight. -/
theorem overlap_le {u : m → ℂ} {v : n → ℂ} (hu : weight u = 1) (hv : weight v = 1)
    (Ψ : m × n → ℂ) (h : star (productState u v) ⬝ᵥ Ψ = 0) :
    ∑ j, Complex.normSq (star u ⬝ᵥ fun i => Ψ (i, j))
      + ∑ i, Complex.normSq (star v ⬝ᵥ fun j => Ψ (i, j)) ≤ weight Ψ := by
  have hφ : (star v ⬝ᵥ fun j => star u ⬝ᵥ fun i => Ψ (i, j)) = 0 := by
    refine Eq.trans ?_ h
    simp only [dotProduct, Fintype.sum_prod_type_right, productState, Pi.star_apply,
      star_mul', Finset.mul_sum]
    exact Finset.sum_congr rfl fun j _ => Finset.sum_congr rfl fun i _ => by ring
  -- remove the `u` component of the first part, then compare with `v` in the second
  let R : m × n → ℂ := fun p => Ψ p - (star u ⬝ᵥ fun i => Ψ (i, p.2)) * u p.1
  have hR : weight R = weight Ψ - ∑ j, Complex.normSq (star u ⬝ᵥ fun i => Ψ (i, j)) := by
    have h1 : weight R = ∑ j, weight (fun i => R (i, j)) := Fintype.sum_prod_type_right _
    have h2 : weight Ψ = ∑ j, weight (fun i => Ψ (i, j)) := Fintype.sum_prod_type_right _
    rw [h1, h2, ← Finset.sum_sub_distrib]
    exact Finset.sum_congr rfl fun j _ => weight_residual hu (fun i => Ψ (i, j))
  have hrow : ∀ i, Complex.normSq (star v ⬝ᵥ fun j => Ψ (i, j))
      ≤ weight (fun j => R (i, j)) := by
    intro i
    have e : (fun j => R (i, j)) = (fun j => Ψ (i, j))
        - u i • (fun j => star u ⬝ᵥ fun k => Ψ (k, j)) := by
      funext j
      simp only [R, Pi.sub_apply, Pi.smul_apply, smul_eq_mul]
      ring
    have h1 : (star v ⬝ᵥ fun j => R (i, j)) = star v ⬝ᵥ fun j => Ψ (i, j) := by
      rw [e, dotProduct_sub, dotProduct_smul, hφ, smul_zero, sub_zero]
    have h2 := weight_residual hv (fun j => R (i, j))
    have h3 : 0 ≤ weight ((fun j => R (i, j)) - (star v ⬝ᵥ fun j => R (i, j)) • v) :=
      Finset.sum_nonneg fun _ _ => Complex.normSq_nonneg _
    rw [h2, h1] at h3
    linarith
  have hsum := Finset.sum_le_sum fun i (_ : i ∈ Finset.univ) => hrow i
  have h4 : weight R = ∑ i, weight (fun j => R (i, j)) := Fintype.sum_prod_type _
  linarith
```

Define \(c_j=\langle u,\Psi_{\cdot j}\rangle\) and \(d_i=\langle v,\Psi_{i\cdot}\rangle\), with \(p=\sum_j|c_j|^2\) and \(q=\sum_i|d_i|^2\). The claim is \(p+q\le\|\Psi\|^2\) when \(\Psi\perp u\otimes v\).

Orthogonality means \(\sum_j\overline{v_j}\,c_j=0\), which is `hφ`. Remove the \(u\) component from each column by setting \(R_{ij}=\Psi_{ij}-c_ju_i\). The previous norm formula, summed over \(j\), gives \(\|R\|^2=\|\Psi\|^2-p\). In each row,

\[
\langle v,R_{i\cdot}\rangle=d_i-u_i\sum_j\overline{v_j}\,c_j=d_i ,
\]

so \(|d_i|^2\le\|R_{i\cdot}\|^2\), which is `hrow`. Summing over \(i\) yields \(q\le\|\Psi\|^2-p\).

## The joint Hamiltonian and its gap

```lean
variable [DecidableEq m] [DecidableEq n]

/-- The joint Hamiltonian acts with `A` on the first index and with `B` on the second. -/
theorem total_apply (A : Matrix m m ℂ) (B : Matrix n n ℂ) (Ψ : m × n → ℂ) (i : m) (j : n) :
    (total A B *ᵥ Ψ) (i, j)
      = (A *ᵥ fun k => Ψ (k, j)) i + (B *ᵥ fun l => Ψ (i, l)) j := by
  rw [total, Matrix.add_mulVec, Pi.add_apply]
  congr 1
  · simp [Matrix.mulVec, dotProduct, Fintype.sum_prod_type, Matrix.one_apply]
  · simp [Matrix.mulVec, dotProduct, Fintype.sum_prod_type_right, Matrix.one_apply]
```

In components,

\[
(H\Psi)_{ij}=\sum_kA_{ik}\Psi_{kj}+\sum_lB_{jl}\Psi_{il}.
\]

```lean
/-- In a product state the weights multiply, and the energy is the sum of the two subsystem
energies, each times the weight of the other factor. -/
theorem productState_energy (A : Matrix m m ℂ) (B : Matrix n n ℂ) (x : m → ℂ) (y : n → ℂ) :
    weight (productState x y) = weight x * weight y ∧
    energy (total A B) (productState x y)
      = energy A x * weight y + weight x * energy B y := by
  constructor
  · simp only [weight, productState, Fintype.sum_prod_type, Complex.normSq_mul,
      Finset.sum_mul_sum]
  · have hx : ∀ j, (fun k => productState x y (k, j)) = y j • x :=
      fun j => funext fun k => mul_comm _ _
    have hy : ∀ i, (fun l => productState x y (i, l)) = x i • y := fun i => rfl
    have key : star (productState x y) ⬝ᵥ total A B *ᵥ productState x y
        = (star x ⬝ᵥ A *ᵥ x) * (weight y : ℂ) + (weight x : ℂ) * (star y ⬝ᵥ B *ᵥ y) := by
      rw [weight_cast, weight_cast]
      simp only [dotProduct, Fintype.sum_prod_type, total_apply, Finset.sum_mul_sum,
        ← Finset.sum_add_distrib]
      refine Finset.sum_congr rfl fun i _ => Finset.sum_congr rfl fun j _ => ?_
      rw [hx, hy, Matrix.mulVec_smul, Matrix.mulVec_smul]
      simp only [productState, Pi.star_apply, Pi.smul_apply, smul_eq_mul, star_mul']
      ring
    unfold energy
    rw [key, Complex.add_re, Complex.re_mul_ofReal, Complex.re_ofReal_mul]
```

Inserting \(\Psi_{ij}=x_iy_j\) factorises the sums:

\[
\|x\otimes y\|^2=\|x\|^2\|y\|^2,\qquad
E_H(x\otimes y)=E_A(x)\|y\|^2+\|x\|^2E_B(y).
\]

For normalised factors, the energies simply add.

```lean
/-- If eigenstates `u` and `v` of two subsystems have gaps `D₁, D₂ ≥ 0`, then `u ⊗ v` is an
eigenstate of `A ⊗ 1 + 1 ⊗ B` with energy `a + b` and gap `min D₁ D₂`. -/
theorem gap_total {A : Matrix m m ℂ} {B : Matrix n n ℂ} {u : m → ℂ} {v : n → ℂ}
    {a b D₁ D₂ : ℝ} (hA : Eigenstate A u a) (hB : Eigenstate B v b)
    (gA : HasGap A u a D₁) (gB : HasGap B v b D₂) (h₁ : 0 ≤ D₁) (h₂ : 0 ≤ D₂) :
    Eigenstate (total A B) (productState u v) (a + b) ∧
    HasGap (total A B) (productState u v) (a + b) (min D₁ D₂) := by
  refine ⟨⟨?_, ?_, ?_⟩, ?_⟩
  · change (total A B)ᴴ = total A B
    simp only [total, Matrix.conjTranspose_add, Matrix.conjTranspose_kronecker,
      Matrix.conjTranspose_one, hA.herm.eq, hB.herm.eq]
  · rw [(productState_energy A B u v).1, hA.unit, hB.unit, mul_one]
  · funext ⟨i, j⟩
    have hx : (fun k => productState u v (k, j)) = v j • u := funext fun k => mul_comm _ _
    have hy : (fun l => productState u v (i, l)) = u i • v := rfl
    rw [total_apply, hx, hy, Matrix.mulVec_smul, Matrix.mulVec_smul, hA.eigen, hB.eigen]
    simp only [productState, Pi.smul_apply, smul_eq_mul, Complex.ofReal_add]
    ring
  · intro Ψ hΨ
    -- the energy is a sum over slices of the joint state
    have hE : energy (total A B) Ψ = ∑ j, energy A (fun i => Ψ (i, j))
        + ∑ i, energy B (fun j => Ψ (i, j)) := by
      simp only [energy, ← Complex.re_sum, ← Complex.add_re]
      congr 1
      simp only [dotProduct, Fintype.sum_prod_type, total_apply, mul_add,
        Finset.sum_add_distrib, Pi.star_apply]
      rw [add_left_inj]
      exact Finset.sum_comm
    have hc : weight Ψ = ∑ j, weight (fun i => Ψ (i, j)) := Fintype.sum_prod_type_right _
    have hr : weight Ψ = ∑ i, weight (fun j => Ψ (i, j)) := Fintype.sum_prod_type _
    have e1 := Finset.sum_le_sum fun j (_ : j ∈ Finset.univ) =>
      energy_ge hA gA (fun i => Ψ (i, j))
    have e2 := Finset.sum_le_sum fun i (_ : i ∈ Finset.univ) =>
      energy_ge hB gB (fun j => Ψ (i, j))
    simp only [Finset.sum_add_distrib, ← Finset.mul_sum, Finset.sum_sub_distrib] at e1 e2
    rw [← hc] at e1
    rw [← hr] at e2
    have hpq := overlap_le hA.unit hB.unit Ψ hΨ
    have hp : 0 ≤ ∑ j, Complex.normSq (star u ⬝ᵥ fun i => Ψ (i, j)) :=
      Finset.sum_nonneg fun _ _ => Complex.normSq_nonneg _
    have hq : 0 ≤ ∑ i, Complex.normSq (star v ⬝ᵥ fun j => Ψ (i, j)) :=
      Finset.sum_nonneg fun _ _ => Complex.normSq_nonneg _
    rw [hE]
    -- replace both gaps by the smaller one and use the overlap bound
    have t1 := mul_nonneg (sub_nonneg.2 (min_le_left D₁ D₂))
      (sub_nonneg.2 (by linarith : _ ≤ weight Ψ) :
        0 ≤ weight Ψ - ∑ j, Complex.normSq (star u ⬝ᵥ fun i => Ψ (i, j)))
    have t2 := mul_nonneg (sub_nonneg.2 (min_le_right D₁ D₂))
      (sub_nonneg.2 (by linarith : _ ≤ weight Ψ) :
        0 ≤ weight Ψ - ∑ i, Complex.normSq (star v ⬝ᵥ fun j => Ψ (i, j)))
    have t3 := mul_nonneg (le_min h₁ h₂) (sub_nonneg.2 hpq)
    linarith
```

The hypotheses are two eigenstates, a gap for each, and \(D_1,D_2\ge0\). The gaps are assumed here, not derived from a microscopic model. The symbol `∧` joins the two conclusions.

First, \(H\) is Hermitian, \(u\otimes v\) has norm one, and

\[
(H(u\otimes v))_{ij}=(Au)_iv_j+u_i(Bv)_j=(a+b)u_iv_j .
\]

Second, let \(\Psi\perp u\otimes v\), \(W=\|\Psi\|^2\) and \(D=\min(D_1,D_2)\). Summing `energy_ge` over columns and rows gives

\[
\begin{aligned}
E_H(\Psi)&=\sum_jE_A(\Psi_{\cdot j})+\sum_iE_B(\Psi_{i\cdot})\\
&\ge(a+b)W+D_1(W-p)+D_2(W-q)\\
&\ge(a+b)W+D(2W-p-q)\\
&\ge(a+b+D)W .
\end{aligned}
\]

The third line uses \(W-p\ge0\) and \(W-q\ge0\) (`t1`, `t2`). The last uses \(p+q\le W\) and \(D\ge0\) (`t3`).

```lean
/-- For eigenstates `u`, `v` and `D ≥ 0`, the joint system has gap `D` above `u ⊗ v` exactly
when each subsystem has gap `D`. -/
theorem gap_total_iff {A : Matrix m m ℂ} {B : Matrix n n ℂ} {u : m → ℂ} {v : n → ℂ}
    {a b D : ℝ} (hA : Eigenstate A u a) (hB : Eigenstate B v b) (hD : 0 ≤ D) :
    HasGap (total A B) (productState u v) (a + b) D ↔ HasGap A u a D ∧ HasGap B v b D := by
  have dot : ∀ x y, star (productState u v) ⬝ᵥ productState x y
      = (star u ⬝ᵥ x) * (star v ⬝ᵥ y) := by
    intro x y
    simp only [dotProduct, Fintype.sum_prod_type, Finset.sum_mul_sum, productState,
      Pi.star_apply, star_mul']
    exact Finset.sum_congr rfl fun i _ => Finset.sum_congr rfl fun j _ => by ring
  have eA : energy A u = a := by
    rw [energy, hA.eigen, dotProduct_smul, ← weight_cast, hA.unit]
    simp
  have eB : energy B v = b := by
    rw [energy, hB.eigen, dotProduct_smul, ← weight_cast, hB.unit]
    simp
  constructor
  · -- excite one subsystem and leave the other in its eigenstate
    intro h
    constructor
    · intro x hx
      have t := h (productState x v) (by rw [dot, hx, zero_mul])
      rw [(productState_energy A B x v).1, (productState_energy A B x v).2,
        hB.unit, eB] at t
      linarith
    · intro y hy
      have t := h (productState u y) (by rw [dot, hy, mul_zero])
      rw [(productState_energy A B u y).1, (productState_energy A B u y).2,
        hA.unit, eA] at t
      linarith
  · rintro ⟨gA, gB⟩
    have t := (gap_total hA hB gA gB hD hD).2
    rwa [min_self] at t
```

For a common \(D\ge0\), the implication also runs backwards. If \(x\perp u\), then \(x\otimes v\perp u\otimes v\), and the joint gap gives

\[
(a+b+D)\|x\|^2\le E_A(x)+b\|x\|^2 .
\]

Cancelling \(b\|x\|^2\) leaves the gap of \(A\). Testing on \(u\otimes y\) with \(y\perp v\) gives that of \(B\). The forward direction of the proof is this test; the converse is `gap_total` with equal gaps.

## Two-level systems and the sign condition

```lean
/-- The two-level Hamiltonian with energies `0` and `ω`. -/
def twoLevel (ω : ℝ) : Matrix (Fin 2) (Fin 2) ℂ := !![0, 0; 0, (ω : ℂ)]
```

This is \(\mathrm{diag}(0,\omega)\), with \(\omega\) any real number.

```lean
/-- The first basis state of the two-level Hamiltonian is an eigenstate with energy `0` and
gap `ω`. -/
theorem twoLevel_witness (ω : ℝ) :
    Eigenstate (twoLevel ω) ![1, 0] 0 ∧ HasGap (twoLevel ω) ![1, 0] 0 ω := by
  refine ⟨⟨?_, ?_, ?_⟩, ?_⟩
  · ext i j
    fin_cases i <;> fin_cases j <;> simp [twoLevel]
  · simp [weight, Fin.sum_univ_two]
  · ext i
    fin_cases i <;> simp [twoLevel, Matrix.mulVec, dotProduct, Fin.sum_univ_two]
  · intro x hx
    have h0 : x 0 = 0 := by simpa [dotProduct, Fin.sum_univ_two] using hx
    apply le_of_eq
    simp [weight, energy, twoLevel, Matrix.mulVec, dotProduct, Fin.sum_univ_two, h0,
      Complex.normSq_apply]
    ring
```

A vector orthogonal to \((1,0)\) has \(x_0=0\), so its energy is exactly \(\omega|x_1|^2=\omega\|x\|^2\). The gap hypothesis therefore holds with equality.

For a numerical instance, take spacings \(2\) and \(3\). The joint levels are \(0,2,3,5\), and the lowest excitation is \(2=\min(2,3)\). The normalised state with \(\Psi_{01}=\Psi_{10}=1/\sqrt2\) has \(p=q=\tfrac12\) and energy \(2\cdot\tfrac12+3\cdot\tfrac12=2.5\), above the bound.

```lean
/-- For two copies of the two-level system with `ω < 0`, the bound with `min ω ω` fails. -/
theorem gap_total_fails_of_neg {ω : ℝ} (hω : ω < 0) :
    ¬ HasGap (total (twoLevel ω) (twoLevel ω)) (productState ![1, 0] ![1, 0])
      (0 + 0) (min ω ω) := by
  intro h
  have hw : weight (![0, 1] : Fin 2 → ℂ) = 1 := by simp [weight, Fin.sum_univ_two]
  have he : energy (twoLevel ω) ![0, 1] = ω := by
    simp [energy, twoLevel, Matrix.mulVec, dotProduct, Fin.sum_univ_two]
  -- both subsystems in the second level have total energy `2ω`
  have t := h (productState ![0, 1] ![0, 1])
    (by simp [dotProduct, Fintype.sum_prod_type, productState, Fin.sum_univ_two])
  have p := productState_energy (twoLevel ω) (twoLevel ω) ![0, 1] ![0, 1]
  rw [p.1, p.2, hw, he, min_self] at t
  linarith

end

end NoninteractingGap
```

The symbol `¬` means "not". If \(\omega<0\), the chosen eigenstate is the upper level. Moving both subsystems to the other level gives a normalised state orthogonal to the original product, with energy \(2\omega<\omega\). For \(\omega=-1\), the claimed lower bound is \(-1\), but this state has energy \(-2\). The proof evaluates the supposed bound on that state and reaches a contradiction.

```lean
#print axioms NoninteractingGap.gap_total
-- 'NoninteractingGap.gap_total' depends on axioms: [propext, Classical.choice, Quot.sound]
#print axioms NoninteractingGap.gap_total_iff
-- 'NoninteractingGap.gap_total_iff' depends on axioms: [propext, Classical.choice, Quot.sound]
#print axioms NoninteractingGap.gap_total_fails_of_neg
-- 'NoninteractingGap.gap_total_fails_of_neg' depends on axioms: [propext, Classical.choice, Quot.sound]
```
